# Erfc-screened exchange becomes negligible against an insulator's \(1/(\varepsilon r)\) tail at large distance

The exchange kernel of an erfc-screened hybrid, \(a\,\mathrm{erfc}(wr)/r\) with \(w>0\), becomes vanishingly small at large distance \(r\) compared with the screened interaction of an insulator. For the latter I take the model

\[
W(r)=\frac{1}{r}\left[\frac1\varepsilon+\left(1-\frac1\varepsilon\right)e^{-kr}\right],
\]

with dielectric constant \(\varepsilon\ge 1\) and inverse screening length \(k>0\). If the ratio of the two really tends to zero, then no choice of the exchange fraction \(a\) or the range parameter \(w\) can give such a hybrid the right dielectric tail. The argument sounds obvious when I say it aloud, but I would like to see it made rigorous, with the limits written out and the whole thing checked by a proof assistant. Can that be done, and does it also show what a hybrid needs in order to get the tail right?

## The tail is set by the long-range exchange fraction, which erfc screening puts to zero

Yes. For \(\varepsilon,k,w>0\) and any real \(a\), the ratio of \(a\,\mathrm{erfc}(wr)/r\) to \(W(r)\) tends to \(0\) as \(r\to\infty\). This is one case of a statement about range-separated hybrids with the kernel

\[
K(r)=\frac{a_{LR}+(a_{SR}-a_{LR})\,\mathrm{erfc}(wr)}{r},
\]

where \(a_{SR}\) and \(a_{LR}\) are real parameters. The ratio \(K/W\) tends to \(\varepsilon a_{LR}\), so the kernel has the dielectric tail exactly when \(a_{LR}=1/\varepsilon\). The erfc-screened hybrid has \(a_{LR}=0\).

### Multiplying by \(r\) exposes the limits

The complementary error function is

\[
\mathrm{erfc}(x)=1-\frac{2}{\sqrt\pi}\int_0^x e^{-t^2}\,dt .
\]

Its value at large \(x\) follows from the Gaussian integral. Squaring the integral over the whole line and passing to polar coordinates gives

\[
\left(\int_{-\infty}^{\infty}e^{-t^2}dt\right)^2=\int_0^{2\pi}\!\!\int_0^\infty e^{-\rho^2}\rho\,d\rho\,d\varphi=\pi .
\]

The integrand \(e^{-t^2}\) is even, so the half-line contributes \(\sqrt\pi/2\), and

\[
\lim_{x\to\infty}\mathrm{erfc}(x)=1-\frac{2}{\sqrt\pi}\cdot\frac{\sqrt\pi}{2}=0 .
\]

Now multiply the hybrid kernel by \(r\):

\[
rK(r)=a_{LR}+(a_{SR}-a_{LR})\,\mathrm{erfc}(wr).
\]

Since \(w>0\), the argument \(wr\) grows without bound as \(r\) does, and therefore \(rK(r)\to a_{LR}\). At the other end, erfc is continuous and \(\mathrm{erfc}(0)=1\), so \(rK(r)\to a_{LR}+(a_{SR}-a_{LR})=a_{SR}\) as \(r\to0^+\). The two parameters are thus the fractions of bare Coulomb exchange at long range and at contact.

For the insulator, multiply by \(\varepsilon r\):

\[
\varepsilon rW(r)=1+(\varepsilon-1)e^{-kr}\longrightarrow 1\qquad(r\to\infty),
\]

because \(k>0\) makes the exponential decay. The interaction therefore approaches \(1/(\varepsilon r)\).

In the ratio, the common factor \(\varepsilon r\) cancels for \(r>0\), and the limit of the denominator is not zero:

\[
\frac{K(r)}{W(r)}=\frac{\varepsilon\,rK(r)}{\varepsilon\,rW(r)}\longrightarrow\frac{\varepsilon a_{LR}}{1}=\varepsilon a_{LR}.
\]

Setting \(a_{LR}=0\) and \(a_{SR}=a\) turns \(K(r)\) into \(a\,\mathrm{erfc}(wr)/r\), and the limit is \(0\). To match the tail, the ratio has to tend to \(1\). A function has only one limit, so this happens exactly when \(\varepsilon a_{LR}=1\).

The vanishing ratio can also be read as a missing amount of interaction. Take any \(\delta<1\). Then \(1-\delta>0\), so at all sufficiently large \(r\) the ratio is below \(1-\delta\). There \(W(r)>0\) as well, because \(\varepsilon rW(r)\) is close to \(1\). Multiplying through by \(W(r)\) gives

\[
\frac{a\,\mathrm{erfc}(wr)}{r}<(1-\delta)W(r),
\qquad\text{that is,}\qquad
\delta\,W(r)<W(r)-\frac{a\,\mathrm{erfc}(wr)}{r}.
\]

With \(\delta=0.99\), for example, the erfc-screened kernel eventually misses more than 99 per cent of the interaction. The distance at which this sets in depends on all the parameters.

### The same argument in Lean

```lean
import Mathlib

open Filter Topology

namespace ScreenedHybridTail

noncomputable section

/-- The complementary error function, one minus the normalised Gaussian integral from `0` to `x`. -/
def erfc (x : ℝ) : ℝ :=
  1 - 2 / √Real.pi * ∫ t in (0 : ℝ)..x, Real.exp (-t ^ 2)

/-- Model screened interaction of an insulator with dielectric constant `ε` and inverse
screening length `k`, for `ε ≠ 0` and distance `r ≠ 0`. -/
def screenedCoulomb (ε k r : ℝ) : ℝ :=
  (1 / ε + (1 - 1 / ε) * Real.exp (-(k * r))) / r

/-- Exchange kernel of a range-separated hybrid with short-range parameter `aSR`, long-range
parameter `aLR` and range-separation parameter `w`, for distance `r ≠ 0`. -/
def hybridKernel (aSR aLR w r : ℝ) : ℝ :=
  (aLR + (aSR - aLR) * erfc (w * r)) / r

/-- The complementary error function vanishes at large argument. -/
theorem tendsto_erfc_atTop : Tendsto erfc atTop (𝓝 0) := by
  have hI : MeasureTheory.IntegrableOn (fun t : ℝ => Real.exp (-t ^ 2)) (Set.Ioi 0) := by
    have h := (integrable_exp_neg_mul_sq (b := 1) one_pos).integrableOn (s := Set.Ioi 0)
    simpa only [neg_mul, one_mul] using h
  -- the Gaussian integral over the half-line fixes the normalisation
  have hG : ∫ t in Set.Ioi (0 : ℝ), Real.exp (-t ^ 2) = √Real.pi / 2 := by
    have h := integral_gaussian_Ioi 1
    simpa only [neg_mul, one_mul, div_one] using h
  have h := MeasureTheory.intervalIntegral_tendsto_integral_Ioi 0 hI tendsto_id
  rw [hG] at h
  have hp : √Real.pi ≠ 0 := (Real.sqrt_pos.mpr Real.pi_pos).ne'
  have e : 2 / √Real.pi * (√Real.pi / 2) = 1 := by field_simp
  have h2 := (h.const_mul (2 / √Real.pi)).const_sub 1
  rw [e, sub_self] at h2
  exact h2

/-- The complementary error function is continuous. -/
theorem continuous_erfc : Continuous erfc := by
  have hc : Continuous (fun t : ℝ => Real.exp (-t ^ 2)) := by fun_prop
  have hp := intervalIntegral.continuous_primitive
    (fun a b => hc.intervalIntegrable (μ := MeasureTheory.volume) a b) 0
  exact continuous_const.sub (continuous_const.mul hp)

/-- As the electrons approach each other, the hybrid kernel becomes the fraction `aSR` of the
bare Coulomb kernel `1/r`. -/
theorem hybridKernel_short_range (aSR aLR w : ℝ) :
    Tendsto (fun r => r * hybridKernel aSR aLR w r) (𝓝[>] 0) (𝓝 aSR) := by
  have hc : Continuous (fun r : ℝ => aLR + (aSR - aLR) * erfc (w * r)) :=
    continuous_const.add (continuous_const.mul
      (continuous_erfc.comp (continuous_const.mul continuous_id)))
  have h0 : aLR + (aSR - aLR) * erfc (w * 0) = aSR := by
    have h1 : erfc 0 = 1 := by simp [erfc]
    rw [mul_zero, h1]
    ring
  have h := (hc.tendsto 0).mono_left (nhdsWithin_le_nhds (s := Set.Ioi 0))
  rw [h0] at h
  refine h.congr' ?_
  filter_upwards [self_mem_nhdsWithin] with r hr
  have hr' : r ≠ 0 := ne_of_gt hr
  rw [hybridKernel, ← mul_div_assoc, mul_div_cancel_left₀ _ hr']

/-- At large distance the hybrid kernel becomes the fraction `aLR` of the bare Coulomb
kernel `1/r`. -/
theorem hybridKernel_long_range (aSR aLR : ℝ) {w : ℝ} (hw : 0 < w) :
    Tendsto (fun r => r * hybridKernel aSR aLR w r) atTop (𝓝 aLR) := by
  have he : Tendsto (fun r : ℝ => erfc (w * r)) atTop (𝓝 0) :=
    tendsto_erfc_atTop.comp (tendsto_id.const_mul_atTop hw)
  have h := (he.const_mul (aSR - aLR)).const_add aLR
  rw [mul_zero, add_zero] at h
  refine h.congr' ?_
  filter_upwards [eventually_gt_atTop (0 : ℝ)] with r hr
  rw [hybridKernel, ← mul_div_assoc, mul_div_cancel_left₀ _ hr.ne']

/-- At large distance the screened interaction of the insulator approaches `1/(ε r)`, in the
sense that their ratio tends to one. -/
theorem screenedCoulomb_long_range {ε k : ℝ} (hε : 0 < ε) (hk : 0 < k) :
    Tendsto (fun r => ε * (r * screenedCoulomb ε k r)) atTop (𝓝 1) := by
  have he : Tendsto (fun r : ℝ => Real.exp (-(k * r))) atTop (𝓝 0) :=
    Real.tendsto_exp_neg_atTop_nhds_zero.comp (tendsto_id.const_mul_atTop hk)
  have h := ((he.const_mul (1 - 1 / ε)).const_add (1 / ε)).const_mul ε
  rw [mul_zero, add_zero, mul_one_div_cancel hε.ne'] at h
  refine h.congr' ?_
  filter_upwards [eventually_gt_atTop (0 : ℝ)] with r hr
  rw [screenedCoulomb, ← mul_div_assoc r, mul_div_cancel_left₀ _ hr.ne']

/-- The ratio of the hybrid exchange kernel to the screened interaction of the insulator tends
to `ε * aLR` at large distance. -/
theorem hybrid_ratio_tendsto (aSR aLR : ℝ) {ε k w : ℝ} (hε : 0 < ε) (hk : 0 < k) (hw : 0 < w) :
    Tendsto (fun r => hybridKernel aSR aLR w r / screenedCoulomb ε k r) atTop
      (𝓝 (ε * aLR)) := by
  have h := ((hybridKernel_long_range aSR aLR hw).const_mul ε).div
    (screenedCoulomb_long_range hε hk) one_ne_zero
  rw [div_one] at h
  refine h.congr' ?_
  -- the common factors `ε` and `r` cancel
  filter_upwards [eventually_gt_atTop (0 : ℝ)] with r hr
  simp only [Pi.div_apply]
  rw [mul_div_mul_left _ _ hε.ne', mul_div_mul_left _ _ hr.ne']

/-- The ratio of the erfc-screened exchange kernel `a erfc(w r)/r` to the screened interaction
of the insulator tends to zero at large distance. -/
theorem erfc_screened_ratio_tendsto_zero (a : ℝ) {ε k w : ℝ}
    (hε : 0 < ε) (hk : 0 < k) (hw : 0 < w) :
    Tendsto (fun r => (a * erfc (w * r) / r) / screenedCoulomb ε k r) atTop (𝓝 0) := by
  have h := hybrid_ratio_tendsto a 0 hε hk hw
  simpa only [hybridKernel, zero_add, sub_zero, mul_zero] using h

/-- For any `δ < 1`, the erfc-screened kernel lies below the screened interaction by more than
the fraction `δ` of the latter at all sufficiently large distances. -/
theorem erfc_screened_shortfall (a : ℝ) {ε k w δ : ℝ}
    (hε : 0 < ε) (hk : 0 < k) (hw : 0 < w) (hδ : δ < 1) :
    ∀ᶠ r in atTop, δ * screenedCoulomb ε k r
      < screenedCoulomb ε k r - a * erfc (w * r) / r := by
  have h1 := (erfc_screened_ratio_tendsto_zero a hε hk hw).eventually_lt_const
    (sub_pos.mpr hδ)
  have h2 := (screenedCoulomb_long_range hε hk).eventually_const_lt one_pos
  filter_upwards [h1, h2, eventually_gt_atTop (0 : ℝ)] with r hlt hpos hr
  -- the screened interaction is positive, so the ratio bound can be cleared
  have hW : 0 < screenedCoulomb ε k r :=
    pos_of_mul_pos_right (pos_of_mul_pos_right hpos hε.le) hr.le
  rw [div_lt_iff₀ hW] at hlt
  linarith

/-- A range-separated hybrid reproduces the long-range tail of the insulator's screened
interaction exactly when its long-range exchange fraction is `1/ε`. -/
theorem hybrid_matches_tail_iff (aSR aLR : ℝ) {ε k w : ℝ}
    (hε : 0 < ε) (hk : 0 < k) (hw : 0 < w) :
    Tendsto (fun r => hybridKernel aSR aLR w r / screenedCoulomb ε k r) atTop (𝓝 1)
      ↔ aLR = 1 / ε := by
  have h := hybrid_ratio_tendsto aSR aLR hε hk hw
  constructor
  · intro h1
    have e : ε * aLR = 1 := tendsto_nhds_unique h h1
    rw [eq_div_iff hε.ne', mul_comm]
    exact e
  · intro e
    have e1 : ε * aLR = 1 := by rw [e, mul_one_div_cancel hε.ne']
    rwa [e1] at h

end

end ScreenedHybridTail
```

```lean
#print axioms ScreenedHybridTail.hybridKernel_short_range
#print axioms ScreenedHybridTail.erfc_screened_ratio_tendsto_zero
#print axioms ScreenedHybridTail.erfc_screened_shortfall
#print axioms ScreenedHybridTail.hybrid_matches_tail_iff
```

```
'ScreenedHybridTail.hybridKernel_short_range' depends on axioms: [propext, Classical.choice, Quot.sound]
'ScreenedHybridTail.erfc_screened_ratio_tendsto_zero' depends on axioms: [propext, Classical.choice, Quot.sound]
'ScreenedHybridTail.erfc_screened_shortfall' depends on axioms: [propext, Classical.choice, Quot.sound]
'ScreenedHybridTail.hybrid_matches_tail_iff' depends on axioms: [propext, Classical.choice, Quot.sound]
```

### How the Lean statements map to the physics

All quantities are real numbers. `erfc` is defined by the integral above, so its normalisation is visible in the file. `screenedCoulomb ε k r` is \(W(r)\), and `hybridKernel aSR aLR w r` is \(K(r)\). The Coulomb prefactor \(e^2/(4\pi\epsilon_0)\) is set to one, as in atomic units, and \(k\) and \(w\) are inverse lengths. `hybridKernel` is the positive-sign interaction that enters the exchange term; the overall minus sign of exchange is left out.

The constant \(\varepsilon\) stands for the static electronic screening of a distant charge by the insulator, and \(1/k\) for the length over which that screening sets in. The bracket in \(W\) equals one at \(r=0\), so nearby charges interact almost as in vacuum. This form is postulated and not derived from a response function. The theorems ask only for \(\varepsilon>0\), which includes the physical range \(\varepsilon\ge1\); at \(\varepsilon=1\) the model is the bare \(1/r\).

An expression `Tendsto f atTop (𝓝 L)` says that \(f(r)\to L\) as \(r\to\infty\). In `hybridKernel_short_range` the filter `𝓝[>] 0` says that \(r\) approaches zero through positive values. Lean assigns a value to division by zero, but neither kind of limit looks at \(r=0\). The symbol `∀ᶠ r in atTop` means "for all sufficiently large \(r\)".

With this reading, the main statements are:

- `hybrid_ratio_tendsto`: for \(\varepsilon,k,w>0\) and any real \(a_{SR},a_{LR}\), the ratio \(K/W\) tends to \(\varepsilon a_{LR}\).
- `erfc_screened_ratio_tendsto_zero`: for the kernel \(a\,\mathrm{erfc}(wr)/r\) the ratio tends to zero, which is the claim in the question.
- `erfc_screened_shortfall`: for each \(\delta<1\), the shortfall of that kernel eventually exceeds \(\delta W(r)\).
- `hybrid_matches_tail_iff`: the ratio tends to one if and only if \(a_{LR}=1/\varepsilon\). The short-range parameter plays no part in this condition.

The theorems compare two functions of distance. They concern a static, isotropic interaction and leave out frequency dependence, crystal anisotropy and local-field effects. They also say nothing about exchange energies or band gaps, in which the kernel is weighted by the density matrix or by orbitals. A wrong tail in the kernel does not by itself fix the size of an error in such a quantity.

For electronic structure, the result bears on the choice of the long-range exchange fraction: within this static, isotropic model, a range-separated hybrid follows the dielectric tail only if that fraction is \(1/\varepsilon\).

### How the lemmas build up the ratio

`tendsto_erfc_atTop` establishes the limit of erfc. In it, `hI` states that the Gaussian is integrable on the half-line, and `hG` takes the value \(\sqrt\pi/2\) from Mathlib's `integral_gaussian_Ioi`. The theorem `intervalIntegral_tendsto_integral_Ioi` then says that the integral from \(0\) to \(x\) converges to the half-line integral. Multiplying by \(2/\sqrt\pi\) and subtracting from one, through `const_mul` and `const_sub`, gives zero.

`continuous_erfc` uses the fact that the integral of a continuous function depends continuously on its upper end. It is needed only for the contact limit. There, `hybridKernel_short_range` evaluates the bracket at \(r=0\), where `erfc 0 = 1`, and restricts the resulting limit to positive \(r\). No sign condition on \(w\) is required.

`hybridKernel_long_range` composes the erfc limit with \(r\mapsto wr\), which tends to infinity because \(w>0\). `screenedCoulomb_long_range` does the same for the exponential with \(r\mapsto kr\), and then multiplies by \(\varepsilon\). In all three range lemmas the limit is first proved for the bracket without the factor \(1/r\). The step `h.congr'` then carries it over to \(r\) times the kernel, since the two expressions agree for \(r>0\). The command `filter_upwards` supplies such an \(r\), and `mul_div_cancel_left₀` performs the cancellation.

`hybrid_ratio_tendsto` divides the two long-range limits. The argument `one_ne_zero` records that the denominator tends to something other than zero, and the two uses of `mul_div_mul_left` cancel \(\varepsilon\) and \(r\), as in the displayed quotient above. The erfc-screened theorem is this result with `aLR` equal to `0`, after `simpa` has simplified the kernel and the limit.

In `erfc_screened_shortfall`, `h1` says that the ratio is eventually below \(1-\delta\), and `h2` that \(\varepsilon rW(r)\) is eventually positive. From `h2` and the signs of \(\varepsilon\) and \(r\), the proof obtains `hW`, the positivity of \(W(r)\). This allows `div_lt_iff₀` to clear the denominator, and `linarith` rearranges the inequality.

For `hybrid_matches_tail_iff`, the forward direction compares the assumed limit \(1\) with the proved limit \(\varepsilon a_{LR}\) by `tendsto_nhds_unique`. The reverse direction inserts \(a_{LR}=1/\varepsilon\) into the proved limit.

### Without \(w>0\) the ratio need not vanish

Take \(w=0\) and \(a=1\). Then \(\mathrm{erfc}(wr)=\mathrm{erfc}(0)=1\) at every distance, and the kernel is the unscreened \(1/r\). For \(\varepsilon,k>0\) its ratio to the insulator's interaction is

\[
\frac{1/r}{W(r)}=\frac{1}{\frac1\varepsilon+\left(1-\frac1\varepsilon\right)e^{-kr}}\longrightarrow\varepsilon ,
\]

which is not zero. Unscreened exchange with \(a=1\) thus overshoots the dielectric tail by the factor \(\varepsilon\) when \(\varepsilon>1\), whereas for any positive \(w\), however small, the ratio tends to zero.
